# At positive temperature, the filling of an isolated Hubbard site rises strictly with the chemical potential and equals one only at $\mu=U/2$

How many electrons does an isolated Hubbard site hold on average, at inverse temperature $\beta$ and chemical potential $\mu$? The Hamiltonian is diagonal in the occupations $n_\uparrow,n_\downarrow\in\{0,1\}$, so the site is modelled here by its four Fock states and their Boltzmann weights, without operators on a Hilbert space. The step left to the reader is the identification of the quantum trace with this four-term sum.

## Filling, fluctuation and reflection

The grand-canonical energy is $Un_\uparrow n_\downarrow-\mu N$, where $N=n_\uparrow+n_\downarrow$ and $U$ is the real on-site interaction, of either sign. Put $x=e^{\beta\mu}$ and $y=e^{-\beta U}$. The empty state has weight $1$, each singly occupied state $x$, and the doubly occupied state $x^2y$. Hence

$$Z=1+2x+x^2y,\qquad n=\langle N\rangle=\frac{2(x+x^2y)}{Z},\qquad \langle N^2\rangle=\frac{2x+4x^2y}{Z}.$$

The variance is

$$\langle N^2\rangle-n^2=\frac{(2x+4x^2y)Z-(2x+2x^2y)^2}{Z^2}=\frac{2x(1+2xy+x^2y)}{Z^2}>0.$$

Since $dx/d\mu=\beta x$ and $n=xZ'(x)/Z$,

$$\frac{dn}{d\mu}=\beta x\frac{dn}{dx}=\beta\left[\frac{x(xZ')'}{Z}-\left(\frac{xZ'}{Z}\right)^2\right]=\beta\left(\langle N^2\rangle-n^2\right),$$

because $x(xZ')'=2x+4x^2y$. For $\beta>0$ this is positive, so $n$ is strictly increasing.

Clearly $n>0$, and $2-n=2(1+x)/Z>0$. Replacing $\mu$ by $U-\mu$ replaces $x$ by $x'=1/(xy)$. Multiplying the numerator and denominator of the new filling by $x^2y$ gives

$$n(U-\mu)=\frac{2(1+x)}{1+2x+x^2y}=2-n(\mu).$$

At $\mu=U/2$ this reads $n=2-n$, so $n=1$; strict monotonicity excludes any other $\mu$.

Finally, prescribing $n=\nu$ with $0<\nu<2$ gives

$$(2-\nu)y\,x^2+2(1-\nu)x-\nu=0.$$

The product of the roots is negative, so exactly one is positive:

$$x=\frac{\nu-1+\sqrt{(\nu-1)^2+\nu(2-\nu)y}}{(2-\nu)y},\qquad \mu=\frac{\ln x}{\beta}.$$

## Numbers for $\beta U=\ln 4$

Here $y=1/4$. At $\mu=U$ we have $x=4$ and $n=2(4+4)/(1+8+4)=16/13$. At the reflected value $\mu=0$, $x=1$ and $n=2(5/4)/(13/4)=10/13$; the two fillings add to $2$. Inserting $\nu=16/13$ in the inverse formula, the square root is $7/13$ and $x=(10/13)/(10/52)=4$, as it should be.

## Four states and their thermal means

In Lean 4 with Mathlib:

```lean
import Mathlib

open Finset

namespace HubbardAtomFilling

noncomputable section
```

A state is a pair `s` in `Fin 2 × Fin 2`, holding the spin-up and spin-down occupations.

```lean
/-- Number of electrons in the Fock state with spin-up and spin-down occupations `s.1`, `s.2`. -/
def electrons (s : Fin 2 × Fin 2) : ℝ := ((s.1 : ℕ) : ℝ) + ((s.2 : ℕ) : ℝ)
```

The interaction is not written in particle-hole symmetric form, which is why the symmetric point is $U/2$ and not zero.

```lean
/-- Grand-canonical energy `U n↑ n↓ - μ (n↑ + n↓)` of a Fock state of the Hubbard atom. -/
def energy (U μ : ℝ) (s : Fin 2 × Fin 2) : ℝ :=
  U * ((s.1 : ℕ) : ℝ) * ((s.2 : ℕ) : ℝ) - μ * electrons s
```

Boltzmann's constant is absorbed in `β`.

```lean
/-- Boltzmann weight of a Fock state at inverse temperature `β`. -/
def weight (β U μ : ℝ) (s : Fin 2 × Fin 2) : ℝ := Real.exp (-β * energy U μ s)
```

The observables needed here are diagonal in the occupations, so each is given by a real function of them.

```lean
/-- Thermal mean of an observable `f` that is diagonal in the occupations. -/
def thermalMean (β U μ : ℝ) (f : Fin 2 × Fin 2 → ℝ) : ℝ :=
  (∑ s, f s * weight β U μ s) / ∑ s, weight β U μ s
```

The filling counts both spins, so full occupation is two.

```lean
/-- The filling: the thermal mean of the electron number. -/
def filling (β U μ : ℝ) : ℝ := thermalMean β U μ electrons
```

`chargeFluctuation` is the variance of $N$, not its square root.

```lean
/-- The charge fluctuation: the thermal variance of the electron number. -/
def chargeFluctuation (β U μ : ℝ) : ℝ :=
  thermalMean β U μ (fun s => (electrons s - filling β U μ) ^ 2)
```

The next proof evaluates the four weights and expands the double sum.

```lean
/-- The thermal mean written out over the empty, the two singly occupied and the doubly
occupied states. -/
theorem thermalMean_eq (β U μ : ℝ) (f : Fin 2 × Fin 2 → ℝ) :
    thermalMean β U μ f =
      (f (0, 0) + (f (0, 1) + f (1, 0)) * Real.exp (β * μ)
        + f (1, 1) * (Real.exp (β * μ) ^ 2 * Real.exp (-β * U))) /
      (1 + 2 * Real.exp (β * μ) + Real.exp (β * μ) ^ 2 * Real.exp (-β * U)) := by
  have h00 : weight β U μ (0, 0) = 1 := by simp [weight, energy, electrons]
  have h01 : weight β U μ (0, 1) = Real.exp (β * μ) := by
    simp [weight, energy, electrons]
  have h10 : weight β U μ (1, 0) = Real.exp (β * μ) := by
    simp [weight, energy, electrons]
  have h11 : weight β U μ (1, 1) = Real.exp (β * μ) ^ 2 * Real.exp (-β * U) := by
    rw [weight, ← Real.exp_nat_mul, ← Real.exp_add]
    congr 1
    simp only [energy, electrons, Fin.val_one, Nat.cast_one, Nat.cast_ofNat]
    ring
  rw [thermalMean, Fintype.sum_prod_type, Fintype.sum_prod_type]
  simp only [Fin.sum_univ_two, h00, h01, h10, h11]
  congr 1 <;> ring
```

Choosing the electron number as observable gives the filling formula.

```lean
/-- The filling is `2 (x + x² y) / (1 + 2 x + x² y)` with `x = exp (β μ)` and
`y = exp (-β U)`. -/
theorem filling_eq (β U μ : ℝ) :
    filling β U μ =
      2 * (Real.exp (β * μ) + Real.exp (β * μ) ^ 2 * Real.exp (-β * U)) /
      (1 + 2 * Real.exp (β * μ) + Real.exp (β * μ) ^ 2 * Real.exp (-β * U)) := by
  rw [filling, thermalMean_eq]
  simp only [electrons, Fin.val_zero, Fin.val_one, Nat.cast_zero, Nat.cast_one]
  ring
```

For the variance, the exponentials are replaced by positive variables `x` and `y`; `field_simp` clears the denominators and `ring` checks the remaining polynomial identity. The code averages $(N-n)^2$, whose mean equals the difference $\langle N^2\rangle-n^2$ computed above.

```lean
/-- The charge fluctuation is `2 x (1 + 2 x y + x² y) / (1 + 2 x + x² y)²` with
`x = exp (β μ)` and `y = exp (-β U)`. -/
theorem chargeFluctuation_eq (β U μ : ℝ) :
    chargeFluctuation β U μ =
      2 * Real.exp (β * μ) * (1 + 2 * Real.exp (β * μ) * Real.exp (-β * U)
        + Real.exp (β * μ) ^ 2 * Real.exp (-β * U)) /
      (1 + 2 * Real.exp (β * μ) + Real.exp (β * μ) ^ 2 * Real.exp (-β * U)) ^ 2 := by
  rw [chargeFluctuation, thermalMean_eq, filling_eq]
  simp only [electrons, Fin.val_zero, Fin.val_one, Nat.cast_zero, Nat.cast_one]
  have hx := Real.exp_pos (β * μ)
  have hy := Real.exp_pos (-β * U)
  generalize Real.exp (β * μ) = x at hx ⊢
  generalize Real.exp (-β * U) = y at hy ⊢
  have hZ : 1 + 2 * x + x ^ 2 * y ≠ 0 := by positivity
  field_simp
  ring
```

## Response to the chemical potential

`HasDerivAt` says that the filling, as a function of $\mu$, is differentiable with the stated derivative. The proof applies the quotient rule to the closed formula and compares the result with the variance.

```lean
/-- Fluctuation-response relation: the derivative of the filling with respect to the chemical
potential is `β` times the charge fluctuation. -/
theorem hasDerivAt_filling (β U μ : ℝ) :
    HasDerivAt (filling β U) (β * chargeFluctuation β U μ) μ := by
  have hx : HasDerivAt (fun m : ℝ => Real.exp (β * m)) (Real.exp (β * μ) * β) μ := by
    simpa using ((hasDerivAt_id μ).const_mul β).exp
  have hx2 : HasDerivAt (fun m : ℝ => Real.exp (β * m) ^ 2)
      (2 * Real.exp (β * μ) * (Real.exp (β * μ) * β)) μ :=
    (hx.fun_pow 2).congr_deriv (by norm_num)
  have hw := hx2.mul_const (Real.exp (-β * U))
  have hZ : 1 + 2 * Real.exp (β * μ) + Real.exp (β * μ) ^ 2 * Real.exp (-β * U) ≠ 0 := by
    positivity
  -- quotient rule for the closed formula
  have h := ((hx.fun_add hw).const_mul 2).fun_div
    (((hx.const_mul 2).const_add 1).fun_add hw) hZ
  rw [chargeFluctuation_eq, funext (filling_eq β U)]
  refine h.congr_deriv ?_
  ring
```

With `0 < β`, `positivity` finds the derivative positive.

```lean
/-- At positive temperature the filling increases strictly with the chemical potential, for
either sign of `U`. -/
theorem filling_strictMono {β : ℝ} (hβ : 0 < β) (U : ℝ) : StrictMono (filling β U) := by
  refine strictMono_of_deriv_pos fun μ => ?_
  rw [(hasDerivAt_filling β U μ).deriv, chargeFluctuation_eq]
  positivity
```

The bounds hold for every real `β`; the upper one reduces to $2+2x>0$.

```lean
/-- The filling lies strictly between zero and two electrons. -/
theorem filling_bounds (β U μ : ℝ) : 0 < filling β U μ ∧ filling β U μ < 2 := by
  rw [filling_eq]
  have hx := Real.exp_pos (β * μ)
  refine ⟨by positivity, ?_⟩
  rw [div_lt_iff₀ (by positivity)]
  linarith
```

## Reflection and inversion

The relation $x'xy=1$ is proved first. After cross-multiplication, `linear_combination` exhibits the remaining difference as a multiple of it.

```lean
/-- Particle-hole symmetry: reflecting the chemical potential, `μ → U - μ`, turns the filling
`n` into `2 - n`. -/
theorem filling_particle_hole (β U μ : ℝ) :
    filling β U (U - μ) = 2 - filling β U μ := by
  -- the reflected fugacity x' obeys x' x y = 1
  have h : Real.exp (β * (U - μ)) * (Real.exp (β * μ) * Real.exp (-β * U)) = 1 := by
    rw [← Real.exp_add, ← Real.exp_add,
      show β * (U - μ) + (β * μ + -β * U) = 0 by ring, Real.exp_zero]
  rw [filling_eq, filling_eq]
  have hx' := Real.exp_pos (β * (U - μ))
  have hx := Real.exp_pos (β * μ)
  have hy := Real.exp_pos (-β * U)
  generalize Real.exp (β * (U - μ)) = x' at h hx' ⊢
  generalize Real.exp (β * μ) = x at h hx ⊢
  generalize Real.exp (-β * U) = y at h hy ⊢
  have h1 : 1 + 2 * x' + x' ^ 2 * y ≠ 0 := by positivity
  have h2 : 1 + 2 * x + x ^ 2 * y ≠ 0 := by positivity
  rw [eq_sub_iff_add_eq, div_add_div _ _ h1 h2, div_eq_iff (mul_ne_zero h1 h2)]
  linear_combination 2 * (x + x' + x' * x * y + 1) * h
```

Injectivity, taken from strict monotonicity, gives the "only if" direction.

```lean
/-- At positive temperature the atom holds one electron on average exactly when `μ = U / 2`. -/
theorem filling_eq_one_iff {β : ℝ} (hβ : 0 < β) (U μ : ℝ) :
    filling β U μ = 1 ↔ μ = U / 2 := by
  have h := filling_particle_hole β U (U / 2)
  rw [show U - U / 2 = U / 2 by ring] at h
  have h1 : filling β U (U / 2) = 1 := by linarith
  constructor
  · intro hμ
    exact (filling_strictMono hβ U).injective (hμ.trans h1.symm)
  · intro hμ
    rw [hμ, h1]
```

The inverse formula uses the positive root.

```lean
/-- Closed formula for the chemical potential at filling `ν`, meant for `β > 0` and
`0 < ν < 2`. -/
def chemicalPotential (β U ν : ℝ) : ℝ :=
  Real.log ((ν - 1 + Real.sqrt ((ν - 1) ^ 2 + ν * (2 - ν) * Real.exp (-β * U))) /
    ((2 - ν) * Real.exp (-β * U))) / β
```

In the last proof, `hlt` makes the root positive, so that `Real.exp_log` applies, and `hq` is the quadratic equation. Uniqueness comes from injectivity instead of the product of the roots.

```lean
/-- At positive temperature and for `0 < ν < 2`, the atom has filling `ν` exactly when `μ` is
the value given by `chemicalPotential`. -/
theorem filling_eq_iff {β ν : ℝ} (hβ : 0 < β) (h0 : 0 < ν) (h2 : ν < 2) (U μ : ℝ) :
    filling β U μ = ν ↔ μ = chemicalPotential β U ν := by
  have key : filling β U (chemicalPotential β U ν) = ν := by
    have hβ' : β ≠ 0 := hβ.ne'
    have hc : ∀ t : ℝ, β * (t / β) = t := fun t => by field_simp
    have hy := Real.exp_pos (-β * U)
    rw [filling_eq, chemicalPotential, hc]
    generalize Real.exp (-β * U) = y at hy ⊢
    have hν : 0 < 2 - ν := by linarith
    have ha : 0 < (2 - ν) * y := mul_pos hν hy
    have hD : 0 < ν * (2 - ν) * y := mul_pos (mul_pos h0 hν) hy
    have hr : Real.sqrt ((ν - 1) ^ 2 + ν * (2 - ν) * y) ^ 2
        = (ν - 1) ^ 2 + ν * (2 - ν) * y := Real.sq_sqrt (by positivity)
    have hlt : 1 - ν < Real.sqrt ((ν - 1) ^ 2 + ν * (2 - ν) * y) :=
      Real.lt_sqrt_of_sq_lt (by linarith [show (1 - ν) ^ 2 = (ν - 1) ^ 2 by ring])
    generalize Real.sqrt ((ν - 1) ^ 2 + ν * (2 - ν) * y) = r at hr hlt ⊢
    have hX : 0 < (ν - 1 + r) / ((2 - ν) * y) := div_pos (by linarith) ha
    have haX : (2 - ν) * y * ((ν - 1 + r) / ((2 - ν) * y)) = ν - 1 + r := by
      rw [mul_comm]
      exact div_mul_cancel₀ _ ha.ne'
    rw [Real.exp_log hX]
    generalize (ν - 1 + r) / ((2 - ν) * y) = x at hX haX ⊢
    -- the fugacity solves the quadratic equation that fixes the filling
    have hq : (2 - ν) * y * x ^ 2 + 2 * (1 - ν) * x - ν = 0 := by
      apply mul_left_cancel₀ ha.ne'
      linear_combination ((2 - ν) * y * x - (ν - 1) + r) * haX + hr
    rw [div_eq_iff (by positivity)]
    linear_combination hq
  constructor
  · intro h
    exact (filling_strictMono hβ U).injective (h.trans key.symm)
  · intro h
    rw [h, key]

end

end HubbardAtomFilling
```

```lean
#print axioms HubbardAtomFilling.filling_strictMono
#print axioms HubbardAtomFilling.filling_bounds
#print axioms HubbardAtomFilling.filling_eq_one_iff
#print axioms HubbardAtomFilling.filling_eq_iff
```

```
'HubbardAtomFilling.filling_strictMono' depends on axioms: [propext, Classical.choice, Quot.sound]
'HubbardAtomFilling.filling_bounds' depends on axioms: [propext, Classical.choice, Quot.sound]
'HubbardAtomFilling.filling_eq_one_iff' depends on axioms: [propext, Classical.choice, Quot.sound]
'HubbardAtomFilling.filling_eq_iff' depends on axioms: [propext, Classical.choice, Quot.sound]
```

For a Hubbard lattice with zero hopping, where the sites decouple, these formulas supply the filling per site and the chemical potential that a grand-canonical simulation at positive temperature, with the same convention for $\mu$, should reproduce; with hopping switched on they no longer apply in general.
